# Backward Euler keeps density matrices physical for every finite-dimensional Lindblad generator and every step h ≥ 0

**Q:** An excited two-level atom decays at rate γ. One forward Euler step multiplies the excited population by 1 − hγ, which is negative once hγ > 1. Backward Euler divides by 1 + hγ, which is harmless. Does that survive a Hamiltonian and several competing decay channels, and is that what your Lean file says?

**A:** Yes, for n×n matrices and finitely many jump operators. The generator is

G(X) = −i[H,X] + Σₖ (Lₖ X Lₖ† − ½(Lₖ†Lₖ X + X Lₖ†Lₖ))

with ħ = 1 and each rate absorbed into its jump operator, so decay at rate γ enters as √γ times the lowering operator. In Lean, `n` labels the basis states, `κ` the channels, and `ᴴ` is the dagger.

```lean
import Mathlib

open Matrix
open scoped ComplexOrder

namespace LindbladBackwardEuler

noncomputable section

variable {n κ : Type*} [Fintype n] [DecidableEq n] [Fintype κ]

/-- The Lindblad generator with Hamiltonian `H` and jump operators `L k`, acting on states. -/
def lindblad (H : Matrix n n ℂ) (L : κ → Matrix n n ℂ) : Matrix n n ℂ →ₗ[ℂ] Matrix n n ℂ where
  toFun X := -Complex.I • (H * X - X * H) + ∑ k, (L k * X * (L k)ᴴ
    - (1 / 2 : ℂ) • ((L k)ᴴ * L k * X + X * ((L k)ᴴ * L k)))
  map_add' X Y := by
    simp only [mul_add, add_mul, smul_add, smul_sub, Finset.sum_add_distrib,
      Finset.sum_sub_distrib]
    module
  map_smul' c X := by
    rw [RingHom.id_apply, smul_add, Finset.smul_sum]
    refine congrArg₂ _ ?_ (Finset.sum_congr rfl fun k _ => ?_) <;>
    · simp only [Matrix.mul_smul, Matrix.smul_mul]
      module
```

**Q:** Nothing there makes H Hermitian.

**A:** The definition accepts any matrix; the main theorems assume `hH : H.IsHermitian`. We also need the generator for observables:

G*(A) = i[H,A] + Σₖ (Lₖ† A Lₖ − ½(Lₖ†Lₖ A + A Lₖ†Lₖ))

```lean
/-- The adjoint generator, acting on observables in the Heisenberg picture. -/
def heisenberg (H : Matrix n n ℂ) (L : κ → Matrix n n ℂ) : Matrix n n ℂ →ₗ[ℂ] Matrix n n ℂ where
  toFun A := Complex.I • (H * A - A * H) + ∑ k, ((L k)ᴴ * A * L k
    - (1 / 2 : ℂ) • ((L k)ᴴ * L k * A + A * ((L k)ᴴ * L k)))
  map_add' X Y := by
    simp only [mul_add, add_mul, smul_add, smul_sub, Finset.sum_add_distrib,
      Finset.sum_sub_distrib]
    module
  map_smul' c X := by
    rw [RingHom.id_apply, smul_add, Finset.smul_sum]
    refine congrArg₂ _ ?_ (Finset.sum_congr rfl fun k _ => ?_) <;>
    · simp only [Matrix.mul_smul, Matrix.smul_mul]
      module
```

`expect v A` is v†Av. For unnormalised v, the physical expectation value is v†Av / v†v.

```lean
/-- The quadratic form `⟨v, A v⟩` as a linear functional of the matrix `A`. -/
def expect (v : n → ℂ) : Matrix n n ℂ →ₗ[ℂ] ℂ where
  toFun A := star v ⬝ᵥ (A *ᵥ v)
  map_add' A B := by rw [add_mulVec, dotProduct_add]
  map_smul' c A := by rw [smul_mulVec, dotProduct_smul, RingHom.id_apply]
```

A state is what you would expect; `PosSemidef` includes Hermiticity.

```lean
/-- A density matrix is positive semidefinite with unit trace. -/
def IsDensity (ρ : Matrix n n ℂ) : Prop := ρ.PosSemidef ∧ ρ.trace = 1
```

**Q:** Why go through observables at all?

**A:** Because G*(1) = 0, so an observable can be shifted by a constant. Let A be Hermitian with lowest eigenvalue m and eigenvector v, and set B = A − m1. Then B ≥ 0 and Bv = 0. Lean gets this by diagonalising A and choosing the smallest diagonal entry.

```lean
/-- A Hermitian matrix is diagonalised by a unitary, with real diagonal entries. -/
theorem exists_diagonalisation {A : Matrix n n ℂ} (hA : A.IsHermitian) :
    ∃ (U : Matrix n n ℂ) (d : n → ℝ), Uᴴ * U = 1 ∧ U * Uᴴ = 1 ∧
      A = U * diagonal (fun j => (d j : ℂ)) * Uᴴ := by
  refine ⟨hA.eigenvectorUnitary, hA.eigenvalues,
    mem_unitaryGroup_iff'.mp hA.eigenvectorUnitary.2,
    mem_unitaryGroup_iff.mp hA.eigenvectorUnitary.2, ?_⟩
  have h := hA.spectral_theorem
  rw [Unitary.conjStarAlgAut_apply] at h
  exact h

/-- In nonzero dimension a Hermitian matrix `A` has a real eigenvalue `m` with eigenvector `v`
such that `A - m` is positive semidefinite. -/
theorem exists_lowest [Nonempty n] {A : Matrix n n ℂ} (hA : A.IsHermitian) :
    ∃ (m : ℝ) (v : n → ℂ), v ≠ 0 ∧ (A - (m : ℂ) • 1).PosSemidef ∧
      (A - (m : ℂ) • 1) *ᵥ v = 0 := by
  obtain ⟨U, d, hU, hU', hs⟩ := exists_diagonalisation hA
  obtain ⟨i, hi⟩ := Finite.exists_min d
  have hd : diagonal (fun j => ((d j - d i : ℝ) : ℂ))
      = diagonal (fun j => (d j : ℂ)) - (d i : ℂ) • (1 : Matrix n n ℂ) := by
    ext a b
    by_cases hab : a = b <;> simp [hab]
  have hB : A - (d i : ℂ) • 1 = U * diagonal (fun j => ((d j - d i : ℝ) : ℂ)) * Uᴴ := by
    rw [hd, mul_sub, sub_mul, ← hs, Matrix.mul_smul, Matrix.smul_mul, mul_one, hU']
  refine ⟨d i, U *ᵥ Pi.single i 1, fun h0 => ?_, ?_, ?_⟩
  · have h1 := congrArg (fun w => Uᴴ *ᵥ w) h0
    simp only [mulVec_mulVec, hU, one_mulVec, mulVec_zero] at h1
    simpa using congrFun h1 i
  · rw [hB]
    exact (posSemidef_diagonal_iff.mpr fun j =>
      Complex.zero_le_real.mpr (sub_nonneg.mpr (hi j))).mul_mul_conjTranspose_same U
  · rw [hB, mulVec_mulVec, mul_assoc, hU, mul_one, ← mulVec_mulVec]
    have h0 : diagonal (fun j => ((d j - d i : ℝ) : ℂ)) *ᵥ Pi.single i 1 = 0 := by
      ext j
      rw [mulVec_diagonal]
      by_cases hj : j = i <;> simp [hj]
    rw [h0, mulVec_zero]
```

The identity is annihilated because each channel gives Lₖ†Lₖ − ½(2Lₖ†Lₖ) = 0.

```lean
/-- The adjoint generator annihilates the identity. -/
theorem heisenberg_one (H : Matrix n n ℂ) (L : κ → Matrix n n ℂ) : heisenberg H L 1 = 0 := by
  simp only [heisenberg, LinearMap.coe_mk, AddHom.coe_mk, mul_one, one_mul, sub_self,
    smul_zero, zero_add]
  refine Finset.sum_eq_zero fun k _ => ?_
  module
```

**Q:** And what ties G* to G?

**A:** Cyclicity of the trace, term by term:

tr(−i[H,X]A) = tr(X i[H,A])
tr(LXL†A) = tr(X L†AL)
tr((L†LX + XL†L)A) = tr(X(AL†L + L†LA))

Hence tr(G(X)A) = tr(X G*(A)). In the proof, `trace_mul_comm` supplies the cyclic moves and `linear_combination` adds them up.

```lean
/-- The two pictures are dual under the trace: `tr (G(X) A) = tr (X G*(A))`. -/
theorem trace_duality (H : Matrix n n ℂ) (L : κ → Matrix n n ℂ) (X A : Matrix n n ℂ) :
    (lindblad H L X * A).trace = (X * heisenberg H L A).trace := by
  simp only [lindblad, heisenberg, LinearMap.coe_mk, AddHom.coe_mk]
  rw [add_mul, mul_add, Finset.sum_mul, Finset.mul_sum, trace_add, trace_add, trace_sum,
    trace_sum]
  refine congrArg₂ _ ?_ (Finset.sum_congr rfl fun k _ => ?_)
  · have e := trace_mul_comm H (X * A)
    simp only [Matrix.smul_mul, Matrix.mul_smul, sub_mul, mul_sub, trace_smul, trace_sub,
      smul_eq_mul, ← mul_assoc] at e ⊢
    linear_combination (-Complex.I) * e
  · have e₁ := trace_mul_comm (L k) (X * (L k)ᴴ * A)
    have e₂ := trace_mul_comm ((L k)ᴴ * L k) (X * A)
    simp only [Matrix.smul_mul, Matrix.mul_smul, sub_mul, mul_sub, add_mul, mul_add, trace_smul,
      trace_sub, trace_add, smul_eq_mul, ← mul_assoc] at e₁ e₂ ⊢
    linear_combination e₁ - (1 / 2) * e₂
```

Taking daggers of each term shows that both generators commute with Hermitian conjugation when H is Hermitian.

```lean
/-- For Hermitian `H` both generators commute with Hermitian conjugation. -/
theorem map_conjTranspose {H : Matrix n n ℂ} (hH : H.IsHermitian) (L : κ → Matrix n n ℂ)
    (X : Matrix n n ℂ) : lindblad H L Xᴴ = (lindblad H L X)ᴴ ∧
      heisenberg H L Xᴴ = (heisenberg H L X)ᴴ := by
  constructor <;>
  · simp only [lindblad, heisenberg, LinearMap.coe_mk, AddHom.coe_mk]
    rw [conjTranspose_add, conjTranspose_sum]
    refine congrArg₂ _ ?_ (Finset.sum_congr rfl fun k _ => ?_) <;>
    · simp only [conjTranspose_add, conjTranspose_sub, conjTranspose_smul, conjTranspose_mul,
        conjTranspose_conjTranspose, hH.eq, Complex.star_def, map_neg, Complex.conj_I,
        map_div₀, map_one, map_ofNat, mul_assoc]
      module
```

**Q:** Where does positivity come from?

**A:** Suppose A − hG*(A) ≥ 0. Since G*(A) = G*(B), and Bv = 0 and v†B = 0 remove every term with B at either end,

v†G*(A)v = Σₖ (Lₖv)†B(Lₖv) ≥ 0
0 ≤ v†(A − hG*(A))v = m v†v − h v†G*(A)v

So m v†v ≥ 0, hence m ≥ 0 and A = B + m1 ≥ 0. The local facts `r` and `l` remove the vanishing terms. Dimension zero, which has no eigenvector, is treated separately.

```lean
/-- If `A` is Hermitian and `A - h G*(A)` is positive semidefinite with `h ≥ 0`, then `A` is
positive semidefinite. -/
theorem posSemidef_of_heisenberg_step (H : Matrix n n ℂ) (L : κ → Matrix n n ℂ) {h : ℝ}
    (hh : 0 ≤ h) {A : Matrix n n ℂ} (hA : A.IsHermitian)
    (hP : (A - (h : ℂ) • heisenberg H L A).PosSemidef) : A.PosSemidef := by
  rcases isEmpty_or_nonempty n with hn | hn
  · rw [Subsingleton.elim A 0]
    exact PosSemidef.zero
  obtain ⟨m, v, hv, hB, hBv⟩ := exists_lowest hA
  have hG : heisenberg H L A = heisenberg H L (A - (m : ℂ) • 1) := by
    rw [map_sub, map_smul, heisenberg_one, smul_zero, sub_zero]
  have hm : expect v (A - (m : ℂ) • 1) = 0 := by
    change star v ⬝ᵥ ((A - (m : ℂ) • 1) *ᵥ v) = 0
    rw [hBv, dotProduct_zero]
  -- at the lowest eigenvector only the jump terms survive, and they are nonnegative
  have h1 : 0 ≤ expect v (heisenberg H L A) := by
    rw [hG]
    generalize A - (m : ℂ) • 1 = B at hB hBv
    have hl : star v ᵥ* B = 0 := by
      have h0 := congrArg star hBv
      rwa [star_mulVec, hB.1.eq, star_zero] at h0
    have r (M : Matrix n n ℂ) : expect v (M * B) = 0 := by
      change star v ⬝ᵥ ((M * B) *ᵥ v) = 0
      rw [← mulVec_mulVec, hBv, mulVec_zero, dotProduct_zero]
    have l (M : Matrix n n ℂ) : expect v (B * M) = 0 := by
      change star v ⬝ᵥ ((B * M) *ᵥ v) = 0
      rw [← mulVec_mulVec, dotProduct_mulVec, hl, zero_dotProduct]
    simp only [heisenberg, LinearMap.coe_mk, AddHom.coe_mk, map_add, map_sub, map_smul, map_sum,
      r, l, sub_self, add_zero, smul_zero, sub_zero, zero_add]
    exact Finset.sum_nonneg fun k _ =>
      (hB.conjTranspose_mul_mul_same (L k)).dotProduct_mulVec_nonneg v
  have h2 : 0 ≤ expect v (A - (h : ℂ) • heisenberg H L A) := hP.dotProduct_mulVec_nonneg v
  have h3 : 0 < expect v 1 := PosDef.one.dotProduct_mulVec_pos hv
  rw [map_sub, map_smul, smul_eq_mul] at h2 hm
  have a1 := (Complex.le_def.mp h1).1
  have a2 := (Complex.le_def.mp h2).1
  have a3 := (Complex.lt_def.mp h3).1
  have a4 := congrArg Complex.re hm
  simp only [Complex.sub_re, Complex.re_ofReal_mul, Complex.zero_re] at a1 a2 a3 a4
  have hm0 : 0 ≤ m := le_of_mul_le_mul_right (by linarith [mul_nonneg hh a1]) a3
  have hsum := hB.add (PosSemidef.one.smul (Complex.zero_le_real.mpr hm0))
  rwa [sub_add_cancel] at hsum
```

**Q:** That assumes you already have A. Can the equation be solved?

**A:** Let A − hG*(A) = 0. If A is Hermitian, the previous step applies to A and −A, so A = 0. Otherwise A + A† and i(A − A†) are Hermitian and also in the kernel, so both vanish, and again A = 0. An injective linear map on a finite-dimensional space is surjective, so A − hG*(A) = P is solvable for every P. If P ≥ 0, then A† − A lies in the kernel, so A is Hermitian and therefore A ≥ 0.

```lean
/-- For Hermitian `H` and `h ≥ 0` the equation `A - h G*(A) = P` has a solution for every `P`,
and one that is positive semidefinite if `P` is. -/
theorem heisenberg_step_solvable {H : Matrix n n ℂ} (hH : H.IsHermitian) (L : κ → Matrix n n ℂ)
    {h : ℝ} (hh : 0 ≤ h) (P : Matrix n n ℂ) :
    ∃ A, A - (h : ℂ) • heisenberg H L A = P ∧ (P.PosSemidef → A.PosSemidef) := by
  have hc (A : Matrix n n ℂ) : Aᴴ - (h : ℂ) • heisenberg H L Aᴴ
      = (A - (h : ℂ) • heisenberg H L A)ᴴ := by
    rw [(map_conjTranspose hH L A).2, conjTranspose_sub, conjTranspose_smul, Complex.star_def,
      Complex.conj_ofReal]
  -- a Hermitian element of the kernel is both nonnegative and nonpositive
  have key (B : Matrix n n ℂ) (hB : B.IsHermitian)
      (hz : B - (h : ℂ) • heisenberg H L B = 0) : B = 0 := by
    have p := posSemidef_of_heisenberg_step H L hh hB (by rw [hz]; exact PosSemidef.zero)
    have q := posSemidef_of_heisenberg_step H L hh hB.neg (by
      rw [map_neg, smul_neg, ← neg_sub', hz, neg_zero]; exact PosSemidef.zero)
    have t := q.trace_nonneg
    rw [trace_neg, neg_nonneg] at t
    exact p.trace_eq_zero_iff.mp (le_antisymm t p.trace_nonneg)
  have ker (A : Matrix n n ℂ) (hz : A - (h : ℂ) • heisenberg H L A = 0) : A = 0 := by
    have hz' := hc A
    rw [hz, conjTranspose_zero] at hz'
    have k₁ := key (A + Aᴴ) (by
      change (A + Aᴴ)ᴴ = _
      rw [conjTranspose_add, conjTranspose_conjTranspose, add_comm]) (by
      rw [map_add]; linear_combination (norm := module) hz + hz')
    have k₂ := key (Complex.I • (A - Aᴴ)) (by
      change (Complex.I • (A - Aᴴ))ᴴ = _
      rw [conjTranspose_smul, conjTranspose_sub, conjTranspose_conjTranspose, Complex.star_def,
        Complex.conj_I]
      module) (by
      rw [map_smul, map_sub]
      linear_combination (norm := module) Complex.I • hz - Complex.I • hz')
    have k₃ := (smul_eq_zero.mp k₂).resolve_left Complex.I_ne_zero
    linear_combination (norm := module) (1 / 2 : ℂ) • k₁ + (1 / 2 : ℂ) • k₃
  have inj : Function.Injective
      ⇑(LinearMap.id - (h : ℂ) • heisenberg H L : Matrix n n ℂ →ₗ[ℂ] Matrix n n ℂ) := by
    intro a b hab
    change a - (h : ℂ) • heisenberg H L a = b - (h : ℂ) • heisenberg H L b at hab
    refine sub_eq_zero.mp (ker (a - b) ?_)
    rw [map_sub]
    linear_combination (norm := module) hab
  obtain ⟨A, hA⟩ := LinearMap.injective_iff_surjective.mp inj P
  change A - (h : ℂ) • heisenberg H L A = P at hA
  refine ⟨A, hA, fun hP => posSemidef_of_heisenberg_step H L hh ?_ (hA ▸ hP)⟩
  refine sub_eq_zero.mp (ker (Aᴴ - A) ?_)
  have h1 := hc A
  rw [hA, hP.1.eq] at h1
  rw [map_sub]
  linear_combination (norm := module) h1 - hA
```

**Q:** I evolve states, not observables.

**A:** Write Y = X − hG(X). Duality gives

tr(YA) = tr(X(A − hG*(A)))

Three choices of A finish the argument:

- If Y = 0, solve A − hG*(A) = X†. Then tr(XX†) = 0, so X = 0 and 1 − hG is invertible.
- A = 1 gives tr Y = tr X.
- If Y ≥ 0, X is Hermitian by the same kernel argument. For any v, solve A − hG*(A) = vv† with A ≥ 0. Writing A = U diag(dⱼ) U†,

v†Xv = tr(YA) = Σⱼ dⱼ (U†YU)ⱼⱼ ≥ 0

The theorem states this as a linear map `R` that composes with 1 − hG to the identity on both sides, preserves the trace and preserves positive semidefiniteness.

```lean
/-- For a Lindblad generator `G` with Hermitian `H` and any step `h ≥ 0`, the map `1 - h G` has
a two-sided inverse that preserves the trace and positive semidefiniteness. -/
theorem backward_euler_physical {H : Matrix n n ℂ} (hH : H.IsHermitian) (L : κ → Matrix n n ℂ)
    {h : ℝ} (hh : 0 ≤ h) : ∃ R : Matrix n n ℂ →ₗ[ℂ] Matrix n n ℂ,
      R ∘ₗ (LinearMap.id - (h : ℂ) • lindblad H L) = LinearMap.id ∧
      (LinearMap.id - (h : ℂ) • lindblad H L) ∘ₗ R = LinearMap.id ∧
      (∀ Y, (R Y).trace = Y.trace) ∧ ∀ Y, Y.PosSemidef → (R Y).PosSemidef := by
  have pair (X A : Matrix n n ℂ) : ((X - (h : ℂ) • lindblad H L X) * A).trace
      = (X * (A - (h : ℂ) • heisenberg H L A)).trace := by
    simp only [sub_mul, mul_sub, Matrix.smul_mul, Matrix.mul_smul, trace_sub, trace_smul,
      trace_duality]
  have ker (X : Matrix n n ℂ) (hz : X - (h : ℂ) • lindblad H L X = 0) : X = 0 := by
    obtain ⟨A, hA, -⟩ := heisenberg_step_solvable hH L hh Xᴴ
    have e := pair X A
    rw [hz, hA, zero_mul, trace_zero] at e
    exact trace_mul_conjTranspose_self_eq_zero_iff.mp e.symm
  have inj : Function.Injective
      ⇑(LinearMap.id - (h : ℂ) • lindblad H L : Matrix n n ℂ →ₗ[ℂ] Matrix n n ℂ) := by
    intro a b hab
    change a - (h : ℂ) • lindblad H L a = b - (h : ℂ) • lindblad H L b at hab
    refine sub_eq_zero.mp (ker (a - b) ?_)
    rw [map_sub]
    linear_combination (norm := module) hab
  let e : Matrix n n ℂ ≃ₗ[ℂ] Matrix n n ℂ :=
    LinearEquiv.ofBijective (LinearMap.id - (h : ℂ) • lindblad H L)
      ⟨inj, LinearMap.injective_iff_surjective.mp inj⟩
  have he (Y : Matrix n n ℂ) : e.symm Y - (h : ℂ) • lindblad H L (e.symm Y) = Y :=
    e.apply_symm_apply Y
  refine ⟨e.symm.toLinearMap, LinearMap.ext e.symm_apply_apply, LinearMap.ext he,
    fun Y => ?_, fun Y hY => ?_⟩
  · have t := pair (e.symm Y) 1
    rw [he, heisenberg_one, smul_zero, sub_zero, mul_one, mul_one] at t
    exact t.symm
  change (e.symm Y).PosSemidef
  have hX := he Y
  generalize e.symm Y = X at hX
  refine PosSemidef.of_dotProduct_mulVec_nonneg ?_ fun v => ?_
  · refine sub_eq_zero.mp (ker (Xᴴ - X) ?_)
    have h1 := congrArg conjTranspose hX
    rw [conjTranspose_sub, conjTranspose_smul, Complex.star_def, Complex.conj_ofReal,
      ← (map_conjTranspose hH L X).1, hY.1.eq] at h1
    rw [map_sub]
    linear_combination (norm := module) h1 - hX
  · -- test `X` against `v v†`, which equals `A - h G*(A)` for some nonnegative `A`
    obtain ⟨A, hA, hpos⟩ := heisenberg_step_solvable hH L hh (vecMulVec v (star v))
    have hA0 := hpos (posSemidef_vecMulVec_self_star v)
    have t := pair X A
    rw [hX, hA, mul_vecMulVec, trace_vecMulVec, dotProduct_comm] at t
    rw [← t]
    obtain ⟨U, d, hU, -, hs⟩ := exists_diagonalisation hA0.1
    have hd : (diagonal (fun j => (d j : ℂ))).PosSemidef := by
      have h1 := hA0.conjTranspose_mul_mul_same U
      rwa [hs, show Uᴴ * (U * diagonal (fun j => (d j : ℂ)) * Uᴴ) * U
        = (Uᴴ * U) * diagonal (fun j => (d j : ℂ)) * (Uᴴ * U) by noncomm_ring,
        hU, one_mul, mul_one] at h1
    rw [hs, ← mul_assoc, trace_mul_comm, ← mul_assoc, ← mul_assoc]
    simp only [trace, diag_apply, mul_diagonal]
    exact Finset.sum_nonneg fun j _ => mul_nonneg
      (hY.conjTranspose_mul_mul_same U).diag_nonneg (posSemidef_diagonal_iff.mp hd j)
```

**Q:** And a whole simulation?

**A:** Each step satisfies

ρₖ₊₁ − hₖG(ρₖ₊₁) = ρₖ

so ρₖ₊₁ = R(ρₖ) with the `R` for hₖ, and induction does the rest. The steps may vary, while H and the jump operators stay fixed. For such a finite-dimensional model, with each linear system solved exactly, the step size is limited by accuracy and not by positivity. The theorem bounds neither the time-discretisation error nor the effect of an approximate solver, and it speaks of positivity, not complete positivity.

```lean
/-- For Hermitian `H`, a backward Euler trajectory with nonnegative, possibly varying steps that
starts in a density matrix consists of density matrices. -/
theorem trajectory_isDensity {H : Matrix n n ℂ} (hH : H.IsHermitian) (L : κ → Matrix n n ℂ)
    {h : ℕ → ℝ} (hh : ∀ k, 0 ≤ h k) {ρ : ℕ → Matrix n n ℂ} (h0 : IsDensity (ρ 0))
    (step : ∀ k, ρ (k + 1) - (h k : ℂ) • lindblad H L (ρ (k + 1)) = ρ k) (k : ℕ) :
    IsDensity (ρ k) := by
  induction k with
  | zero => exact h0
  | succ k ih =>
    obtain ⟨R, hR, -, htr, hpos⟩ := backward_euler_physical hH L (hh k)
    have e : R (ρ (k + 1) - (h k : ℂ) • lindblad H L (ρ (k + 1))) = ρ (k + 1) :=
      LinearMap.congr_fun hR (ρ (k + 1))
    rw [step k] at e
    rw [← e]
    exact ⟨hpos _ ih.1, (htr _).trans ih.2⟩

end

end LindbladBackwardEuler
```

```lean
#print axioms LindbladBackwardEuler.backward_euler_physical
-- 'LindbladBackwardEuler.backward_euler_physical' depends on axioms: [propext, Classical.choice, Quot.sound]
#print axioms LindbladBackwardEuler.trajectory_isDensity
-- 'LindbladBackwardEuler.trajectory_isDensity' depends on axioms: [propext, Classical.choice, Quot.sound]
```
